# The Berry connection of a normalised Kramers pair lies in su(2)

Let \(u(t)\) be a differentiable curve of unit vectors in a complex inner-product space, and let \(T\) be antiunitary with \(T^2=-1\). The \(2\times2\) matrix of inner products of the pair \((u,Tu)\) with its derivatives is then anti-Hermitian and traceless at every \(t\). Conversely, every anti-Hermitian traceless \(2\times2\) matrix arises in this way at \(t=0\), from some curve through any prescribed unit vector.

## A doublet carried along a path

For an odd number of electrons, time reversal satisfies \(T^2=-1\). Without a magnetic field, each eigenstate \(u\) then has an orthogonal partner \(Tu\) of the same energy. When the nuclei move along a path, the pair moves too, and its connection matrix describes how the two states mix. For a single Kramers doublet followed along a one-parameter path, the result says that this mixing has no overall phase part if the second state is always taken as the time reverse of the first.

The same \(T\) acts at every \(t\). This suits nuclear coordinates. In a crystal, time reversal alone sends \(k\) to \(-k\), so the result does not apply directly to a path in \(k\).

## Quaternionic form and vanishing trace

Inner products are conjugate-linear in the first slot, and a star denotes complex conjugation. Number the frame from zero, \(f_0=u\) and \(f_1=Tu\), and set

\[
A_{ij}=\langle f_i,f_j'\rangle,\qquad a=\langle u,u'\rangle,\qquad b=\langle Tu,u'\rangle .
\]

Antiunitarity means that \(T\) is antilinear and \(\langle Tx,Ty\rangle=\langle y,x\rangle\). With \(y=x\) this gives \(\|Tx\|=\|x\|\), so \(T\) is continuous. It also commutes with real factors, hence

\[
\frac{Tu(t+h)-Tu(t)}{h}=T\,\frac{u(t+h)-u(t)}{h}\;\longrightarrow\;Tu'(t).
\]

The first column of \(A\) is \((a,b)\) by definition. For the second column,

\[
A_{01}=\langle u,Tu'\rangle=\langle T(Tu'),Tu\rangle=-\langle u',Tu\rangle=-b^*,
\qquad
A_{11}=\langle Tu,Tu'\rangle=\langle u',u\rangle=a^* .
\]

So, whether or not \(u\) is normalised,

\[
A=\begin{pmatrix}a&-b^*\\ b&a^*\end{pmatrix},\qquad
\operatorname{tr}A=a+a^*=\langle u,u'\rangle+\langle u',u\rangle=\frac{d}{dt}\|u\|^2 .
\]

For unit vectors the trace vanishes, so \(a^*=-a\), and therefore

\[
A^\dagger=\begin{pmatrix}a^*&b^*\\-b&a\end{pmatrix}
=\begin{pmatrix}-a&b^*\\-b&-a^*\end{pmatrix}=-A .
\]

In the other direction, if the trace vanishes at all times, \(\|u\|^2\) has zero derivative and the norm is constant.

## A curve for every element of su(2)

An anti-Hermitian traceless matrix has the form

\[
M=\begin{pmatrix}ip&-b^*\\ b&-ip\end{pmatrix},\qquad b=q\,e^{i\varphi},
\]

with \(p,q,\varphi\) real. Given a unit vector \(e\), take

\[
u(t)=e^{ipt}\bigl(\cos(qt)\,e+e^{i\varphi}\sin(qt)\,Te\bigr).
\]

The two vectors are orthogonal, because \(\langle e,Te\rangle=\langle T(Te),Te\rangle=-\langle e,Te\rangle\). Hence \(\|u\|^2=\cos^2(qt)+\sin^2(qt)=1\). At \(t=0\) we have \(u=e\) and \(u'=ip\,e+q e^{i\varphi}Te\), so \(\langle u,u'\rangle=ip\) and \(\langle Tu,u'\rangle=qe^{i\varphi}\). The quaternionic form then supplies the second column of \(M\).

## What the Lean statements say

`V` is any complex inner-product space; neither finite dimension nor completeness is assumed. `IsKramersReversal T` records that a map `T : V → V` is additive, antilinear, reverses inner products and squares to \(-1\). Surjectivity follows from the last property, since \(T(-Tx)=x\).

`kramersFrame T u` is the pair \((u,Tu)\), and `kramersConnection T u t` is \(A(t)\), built from the actual derivatives of both vectors. It carries no factor \(i\); with the common convention \(i\langle f_i,f_j'\rangle\) the matrix would be Hermitian and traceless instead.

The main theorem, `kramersConnection_mem_su2`, assumes `Differentiable ℝ u` and unit norm at all times. Membership in su(2) is expressed by its two defining equations, \(A^\dagger=-A\) and \(\operatorname{tr}A=0\). `exists_curve_of_su2` prescribes the matrix at time zero only, not along a whole path.

No Hamiltonian appears. That \(u(t)\) is an eigenstate, that the level is exactly twofold degenerate, and that a differentiable choice of \(u\) exists are matters for the application.

## A freely chosen second vector

The definition could have allowed any differentiable orthonormal frame of the doublet, for example \((u,e^{i\chi(t)}Tu)\) with a real differentiable phase \(\chi\). The connection would still be anti-Hermitian, but its trace would be \(i\chi'\), so in general it would lie only in u(2). Tracelessness thus belongs to the choice of frame as well as to the symmetry.

## Overlap matrices on a grid

A program that has states at discrete points can work with overlaps instead of derivatives. A diagonaliser that does not build in time reversal returns an arbitrary basis of the degenerate pair. To obtain the frame used here, keep one normalised vector \(u_n\) at each point \(n\) of the path and set the second to \(Tu_n\). The identities used above, with \(u_n\) in place of \(u\) and \(u_{n+1}\) in place of \(u'\), give the overlap matrix between neighbouring points the form

\[
\begin{pmatrix}\alpha&-\beta^*\\ \beta&\alpha^*\end{pmatrix},\qquad
\alpha=\langle u_n,u_{n+1}\rangle,\quad \beta=\langle Tu_n,u_{n+1}\rangle .
\]

Its determinant is \(|\alpha|^2+|\beta|^2\). If this is nonzero, dividing the matrix by the square root of the determinant gives an element of SU(2). On a fine grid, the product of these factors, with later points further to the right, approximates parallel transport of the coefficients from the end of the path back to its start; the adjoint of the product gives the forward transport. If \(T\) and the overlaps are computed correctly, an imaginary part of the determinant beyond rounding error shows that, at one or both of the two points, the second vector is not the time reverse of the first.

## The complete file

```lean
import Mathlib

open Matrix
open scoped ComplexConjugate

namespace KramersBerryConnection

noncomputable section

variable {V : Type*} [NormedAddCommGroup V] [InnerProductSpace ℂ V]

/-- A time reversal of Kramers type: an antiunitary map `T` with `T² = -1`. -/
structure IsKramersReversal (T : V → V) : Prop where
  map_add : ∀ x y, T (x + y) = T x + T y
  map_smul : ∀ (c : ℂ) x, T (c • x) = conj c • T x
  inner_map : ∀ x y, inner ℂ (T x) (T y) = inner ℂ y x
  sq : ∀ x, T (T x) = -x

/-- The moving Kramers pair `(u, Tu)`. -/
def kramersFrame (T : V → V) (u : ℝ → V) : Fin 2 → ℝ → V :=
  ![u, fun s => T (u s)]

/-- The connection matrix: inner products of the Kramers pair with its derivatives. -/
def kramersConnection (T : V → V) (u : ℝ → V) (t : ℝ) : Matrix (Fin 2) (Fin 2) ℂ :=
  Matrix.of fun i j => inner ℂ (kramersFrame T u i t) (deriv (kramersFrame T u j) t)

variable {T : V → V}

/-- Time reversal preserves the norm of a state. -/
theorem IsKramersReversal.norm_map (hT : IsKramersReversal T) (x : V) : ‖T x‖ = ‖x‖ := by
  rw [norm_eq_sqrt_re_inner (𝕜 := ℂ) (T x), hT.inner_map, ← norm_eq_sqrt_re_inner]

/-- A state is orthogonal to its time-reversed partner. -/
theorem IsKramersReversal.inner_partner (hT : IsKramersReversal T) (x : V) :
    inner ℂ x (T x) = 0 := by
  have h := hT.inner_map (T x) x
  rw [hT.sq, inner_neg_left] at h
  linear_combination (-1 / 2 : ℂ) * h

/-- The velocity of the time-reversed curve is the time reversal of the velocity. -/
theorem IsKramersReversal.hasDerivAt (hT : IsKramersReversal T) {u : ℝ → V} {u' : V} {t : ℝ}
    (hu : HasDerivAt u u' t) : HasDerivAt (fun s => T (u s)) (T u') t := by
  -- over the reals, `T` is a bounded linear map
  let L : V →ₗ[ℝ] V :=
    { toFun := T
      map_add' := hT.map_add
      map_smul' := fun r x => by
        have h := hT.map_smul (r : ℂ) x
        simpa [Complex.conj_ofReal, Complex.coe_smul] using h }
  let C : V →L[ℝ] V := L.mkContinuous 1 (fun x => by
    change ‖T x‖ ≤ 1 * ‖x‖
    rw [one_mul, hT.norm_map])
  exact C.hasFDerivAt.comp_hasDerivAt t hu

/-- For any differentiable curve, normalised or not, the connection matrix has the
quaternionic form with first column `⟨u,u'⟩`, `⟨Tu,u'⟩`. -/
theorem kramersConnection_eq (hT : IsKramersReversal T) {u : ℝ → V} {u' : V} {t : ℝ}
    (hu : HasDerivAt u u' t) :
    kramersConnection T u t =
      !![inner ℂ (u t) u', -conj (inner ℂ (T (u t)) u');
         inner ℂ (T (u t)) u', conj (inner ℂ (u t) u')] := by
  have h0 := hu.deriv
  have h1 := (hT.hasDerivAt hu).deriv
  -- `T² = -1` produces the minus sign in the upper right corner
  have h01 : inner ℂ (u t) (T u') = -conj (inner ℂ (T (u t)) u') := by
    have h := hT.inner_map (T u') (u t)
    rw [hT.sq, inner_neg_left] at h
    rw [inner_conj_symm]
    exact h.symm
  have h11 : inner ℂ (T (u t)) (T u') = conj (inner ℂ (u t) u') := by
    rw [hT.inner_map, inner_conj_symm]
  ext i j
  fin_cases i <;> fin_cases j
  · change inner ℂ (u t) (deriv u t) = inner ℂ (u t) u'
    rw [h0]
  · change inner ℂ (u t) (deriv (fun s => T (u s)) t) = -conj (inner ℂ (T (u t)) u')
    rw [h1, h01]
  · change inner ℂ (T (u t)) (deriv u t) = inner ℂ (T (u t)) u'
    rw [h0]
  · change inner ℂ (T (u t)) (deriv (fun s => T (u s)) t) = conj (inner ℂ (u t) u')
    rw [h1, h11]

/-- The trace of the connection matrix is the rate of change of the squared norm of `u`. -/
theorem hasDerivAt_normSq (hT : IsKramersReversal T) {u : ℝ → V}
    (hu : Differentiable ℝ u) (t : ℝ) :
    HasDerivAt (fun s => ((‖u s‖ ^ 2 : ℝ) : ℂ)) (kramersConnection T u t).trace t := by
  have hd := (hu t).hasDerivAt
  have hf : (fun s => ((‖u s‖ ^ 2 : ℝ) : ℂ)) = fun s => inner ℂ (u s) (u s) := by
    funext s
    rw [Complex.ofReal_pow]
    exact (inner_self_eq_norm_sq_to_K (𝕜 := ℂ) (u s)).symm
  have htr : (kramersConnection T u t).trace
      = inner ℂ (u t) (deriv u t) + inner ℂ (deriv u t) (u t) := by
    rw [kramersConnection_eq hT hd, Matrix.trace_fin_two_of, inner_conj_symm]
  rw [hf, htr]
  exact hd.inner ℂ hd

/-- For a differentiable curve of unit vectors, the connection matrix of the Kramers pair
is anti-Hermitian and traceless: it lies in su(2). -/
theorem kramersConnection_mem_su2 (hT : IsKramersReversal T) {u : ℝ → V}
    (hu : Differentiable ℝ u) (hn : ∀ t, ‖u t‖ = 1) (t : ℝ) :
    (kramersConnection T u t)ᴴ = -kramersConnection T u t ∧
      (kramersConnection T u t).trace = 0 := by
  -- the norm is constant, so the trace vanishes
  have htr : (kramersConnection T u t).trace = 0 := by
    have hc : HasDerivAt (fun s => ((‖u s‖ ^ 2 : ℝ) : ℂ)) 0 t := by
      simp only [hn]
      exact hasDerivAt_const t _
    exact (hasDerivAt_normSq hT hu t).unique hc
  refine ⟨?_, htr⟩
  -- a quaternionic matrix without trace is anti-Hermitian
  rw [kramersConnection_eq hT (hu t).hasDerivAt] at htr ⊢
  rw [Matrix.trace_fin_two_of] at htr
  generalize inner ℂ (u t) (deriv u t) = a at htr ⊢
  generalize inner ℂ (T (u t)) (deriv u t) = b
  have ha : conj a = -a := by linear_combination htr
  ext i j
  fin_cases i <;> fin_cases j <;> simp [ha]

/-- Conversely, if the connection matrix is traceless at all times, the norm of `u`
is constant. -/
theorem norm_const_of_traceless (hT : IsKramersReversal T) {u : ℝ → V}
    (hu : Differentiable ℝ u) (h : ∀ t, (kramersConnection T u t).trace = 0) (s t : ℝ) :
    ‖u s‖ = ‖u t‖ := by
  have hd := hasDerivAt_normSq hT hu
  have hc := is_const_of_deriv_eq_zero (fun r => (hd r).differentiableAt)
    (fun r => (hd r).deriv.trans (h r)) s t
  exact (sq_eq_sq₀ (norm_nonneg _) (norm_nonneg _)).mp (Complex.ofReal_injective hc)

/-- The curve `exp(ipt) (cos(qt) e + exp(iφ) sin(qt) Te)` inside a Kramers doublet. -/
def doubletCurve (T : V → V) (e : V) (p q φ : ℝ) (t : ℝ) : V :=
  (Complex.exp (((p * t : ℝ) : ℂ) * Complex.I) * ((Real.cos (q * t) : ℝ) : ℂ)) • e +
  (Complex.exp (((p * t : ℝ) : ℂ) * Complex.I) * ((Real.sin (q * t) : ℝ) : ℂ) *
    Complex.exp ((φ : ℂ) * Complex.I)) • T e

/-- The doublet curve through a unit vector stays normalised. -/
theorem norm_doubletCurve (hT : IsKramersReversal T) {e : V} (he : ‖e‖ = 1) (p q φ t : ℝ) :
    ‖doubletCurve T e p q φ t‖ = 1 := by
  have h : ‖doubletCurve T e p q φ t‖ ^ 2 = 1 := by
    rw [doubletCurve, norm_add_sq (𝕜 := ℂ), inner_smul_left, inner_smul_right,
      hT.inner_partner, norm_smul, norm_smul, hT.norm_map, he]
    simp only [norm_mul, Complex.norm_exp_ofReal_mul_I, Complex.norm_real, Real.norm_eq_abs,
      mul_zero, map_zero, one_mul, mul_one, add_zero, sq_abs]
    exact Real.cos_sq_add_sin_sq _
  exact (sq_eq_sq₀ (norm_nonneg _) zero_le_one).mp (by rw [h, one_pow])

/-- Every anti-Hermitian traceless 2×2 matrix is the connection matrix at time zero of some
differentiable curve of unit vectors through a given unit vector `e`. -/
theorem exists_curve_of_su2 (hT : IsKramersReversal T) {e : V} (he : ‖e‖ = 1)
    (M : Matrix (Fin 2) (Fin 2) ℂ) (hM : Mᴴ = -M) (htr : M.trace = 0) :
    ∃ u : ℝ → V, Differentiable ℝ u ∧ (∀ t, ‖u t‖ = 1) ∧ u 0 = e ∧
      kramersConnection T u 0 = M := by
  -- read off the parameters of the curve from the first column of `M`
  obtain ⟨p, hp⟩ : ∃ p : ℝ, M 0 0 = (p : ℂ) * Complex.I := by
    have h : (M 0 0).re = -(M 0 0).re := congrArg Complex.re (congrFun (congrFun hM 0) 0)
    have hr : (M 0 0).re = 0 := by linarith
    exact ⟨(M 0 0).im, by apply Complex.ext <;> simp [hr]⟩
  obtain ⟨q, φ, hb⟩ : ∃ q φ : ℝ, (q : ℂ) * Complex.exp ((φ : ℂ) * Complex.I) = M 1 0 :=
    ⟨‖M 1 0‖, Complex.arg (M 1 0), Complex.norm_mul_exp_arg_mul_I _⟩
  have h01 : M 0 1 = -conj (M 1 0) := by
    have h : conj (M 1 0) = -M 0 1 := congrFun (congrFun hM 0) 1
    rw [h, neg_neg]
  have h11 : M 1 1 = conj ((p : ℂ) * Complex.I) := by
    rw [Matrix.trace_fin_two, hp] at htr
    rw [map_mul, Complex.conj_ofReal, Complex.conj_I]
    linear_combination htr
  have hD := fun t : ℝ =>
    have hE := (((hasDerivAt_id' t).const_mul p).ofReal_comp.mul_const Complex.I).cexp
    have hC := ((hasDerivAt_id' t).const_mul q).cos.ofReal_comp
    have hS := ((hasDerivAt_id' t).const_mul q).sin.ofReal_comp
    ((hE.fun_mul hC).smul_const e).fun_add
      (((hE.fun_mul hS).mul_const (Complex.exp ((φ : ℂ) * Complex.I))).smul_const (T e))
  have hu0 : doubletCurve T e p q φ 0 = e := by simp [doubletCurve]
  -- the initial velocity
  have h0 : HasDerivAt (doubletCurve T e p q φ) (((p : ℂ) * Complex.I) • e +
      ((q : ℂ) * Complex.exp ((φ : ℂ) * Complex.I)) • T e) 0 := by
    refine HasDerivAt.congr_deriv (hD 0) ?_
    simp
  refine ⟨doubletCurve T e p q φ, fun t => (hD t).differentiableAt,
    norm_doubletCurve hT he p q φ, hu0, ?_⟩
  have hee : inner ℂ e e = (1 : ℂ) := by
    rw [inner_self_eq_norm_sq_to_K, he]
    simp
  have hTe : inner ℂ (T e) e = (0 : ℂ) := inner_eq_zero_symm.mp (hT.inner_partner e)
  rw [kramersConnection_eq hT h0, hu0]
  simp only [inner_add_right, inner_smul_right, hT.inner_partner, hT.inner_map, hee, hTe,
    mul_zero, mul_one, add_zero, zero_add]
  rw [Matrix.eta_fin_two M, hp, h01, h11, hb]

/-- Time reversal of a single spin 1/2: `(x₀, x₁) ↦ (-x₁*, x₀*)`. -/
def spinHalfReversal (x : EuclideanSpace ℂ (Fin 2)) : EuclideanSpace ℂ (Fin 2) :=
  !₂[-conj (x 1), conj (x 0)]

/-- The spin-1/2 time reversal is antiunitary and squares to `-1`. -/
theorem isKramersReversal_witness : IsKramersReversal spinHalfReversal where
  map_add x y := by
    ext i
    fin_cases i <;> simp [spinHalfReversal]
    ring
  map_smul c x := by
    ext i
    fin_cases i <;> simp [spinHalfReversal]
  inner_map x y := by
    simp [spinHalfReversal, PiLp.inner_apply, Fin.sum_univ_two]
    ring
  sq x := by
    ext i
    fin_cases i <;> simp [spinHalfReversal]

end

end KramersBerryConnection
```

```lean
#print axioms KramersBerryConnection.kramersConnection_mem_su2
#print axioms KramersBerryConnection.norm_const_of_traceless
#print axioms KramersBerryConnection.exists_curve_of_su2
```

```
'KramersBerryConnection.kramersConnection_mem_su2' depends on axioms: [propext, Classical.choice, Quot.sound]
'KramersBerryConnection.norm_const_of_traceless' depends on axioms: [propext, Classical.choice, Quot.sound]
'KramersBerryConnection.exists_curve_of_su2' depends on axioms: [propext, Classical.choice, Quot.sound]
```

## How the proof follows the derivation

**Differentiating \(Tu\).** `IsKramersReversal.norm_map` gives norm preservation. `IsKramersReversal.hasDerivAt` uses it to package `T` as a bounded real-linear map with bound 1, and the chain rule then yields \((Tu)'=Tu'\). Real scalars are enough for a curve with a real parameter, and the antilinear map `T` commutes with them.

**The four entries.** `kramersConnection_eq` proves the quaternionic form. Its intermediate facts `h01` and `h11` are the two second-column identities; the minus sign enters `h01` through `hT.sq`. The matrix equality is then checked entry by entry.

**The trace.** `hasDerivAt_normSq` writes \(\|u\|^2\) as \(\langle u,u\rangle\) and applies the product rule for inner products. The squared norm is regarded as a complex number so that its derivative can be compared with the trace.

**The su(2) conditions.** In `kramersConnection_mem_su2` the squared norm is constant, so it also has derivative zero, and uniqueness of derivatives makes the trace vanish. The proof then names the two inner products `a` and `b`, obtains \(a^*=-a\) from the trace, and compares entries. `norm_const_of_traceless` runs the argument backwards: zero derivative everywhere gives a constant squared norm, and norms are nonnegative.

**The explicit curve.** `IsKramersReversal.inner_partner` proves \(\langle x,Tx\rangle=0\), which removes the cross term in `norm_doubletCurve`. In `exists_curve_of_su2`, anti-Hermiticity makes `M 0 0` imaginary, which gives \(p\), while \(q\) and \(\varphi\) are the modulus and argument of `M 1 0`. The fact `hD` differentiates the curve at every time, `h0` evaluates the velocity at zero, and `kramersConnection_eq` turns that velocity into the matrix `M`.

**Spin one-half.** `isKramersReversal_witness` checks by components that \((x_0,x_1)\mapsto(-x_1^*,x_0^*)\) on \(\mathbb C^2\) has all four required properties, so the theorems apply to a single spin.
